# Finitely many two-dimensional subbands at positive temperature: the carrier density and its unique chemical potential

## From a density back to a chemical potential

If a calculation fixes a positive carrier density and searches for the chemical potential, the search can fail in two ways: no chemical potential gives that density, or several do. For fixed subband edges and constant positive densities of states, neither happens at positive temperature.

Let subband $i$ have edge $\varepsilon_i$ and density of states $g_i$ above it. A constant $g_i$ stands for a parabolic two-dimensional band, whose effective mass and degeneracy set its value. With $k_B=1$, temperature $T$ and chemical potential $\mu$, define

$$f(E)=\frac{1}{1+e^{(E-\mu)/T}},\qquad D(E)=\sum_i g_i\,\theta(E-\varepsilon_i),\qquad N(\mu)=\int D(E)f(E)\,dE,$$

where $\theta$ is the unit step.

## Closed form and invertibility

For $T>0$,

$$N(\mu)=\sum_i g_i\,T\log\!\left(1+e^{(\mu-\varepsilon_i)/T}\right).$$

If there is at least one subband and every $g_i>0$, then $N$ is strictly increasing and maps $\mathbb R$ bijectively onto $(0,\infty)$.

In Lean, the finite type `ι` labels the subbands, whose edges may coincide. `fermi` is $f$, `staircaseDOS` is $D$, and `carrierDensity` is the integral over all energies, so the closed form is a theorem and not a definition. `carrierDensity_eq` needs only `0 < T` and allows any real weights. `carrierDensity_bijOn` adds `[Nonempty ι]` and `∀ i, 0 < g i`; its `BijOn` statement runs from `univ`, all real $\mu$, to `Ioi 0`, the positive densities.

In this non-interacting model with fixed edges, a bisection for $\mu$ at a given positive density therefore has exactly one root to find. The model leaves out non-parabolic bands, level broadening, infinitely many subbands and edges that shift with the density, as they do in a self-consistent electrostatic calculation.

## Derivation

Put $F(u)=T\log(1+e^{u/T})$. Then

$$F'(u)=\frac{e^{u/T}}{1+e^{u/T}}=\frac{1}{1+e^{-u/T}},\qquad F(u)\to0\ \text{ as }u\to-\infty.$$

Hence $\frac{d}{dE}[-F(\mu-E)]=f(E)$, and for an edge $a$

$$\int_a^\infty f(E)\,dE=0+F(\mu-a)=T\log\!\left(1+e^{(\mu-a)/T}\right).$$

Multiplying by $g_i$ at $a=\varepsilon_i$ and summing gives the closed form. Its derivative is

$$\frac{dN}{d\mu}=\sum_i g_i f(\varepsilon_i)>0,$$

so $N$ is continuous and strictly increasing. It is also positive, since each logarithm is.

Next, $1+e^{x/T}$ is at least $1$ and at least $e^{x/T}$, and at most $2e^{\max(x,0)/T}$. Taking logarithms,

$$\max(x,0)\le F(x)\le\max(x,0)+T\log2.$$

Thus $N(\mu)$ exceeds the zero-temperature filling $\sum_i g_i\max(\mu-\varepsilon_i,0)$ by at most $T\log2\sum_i g_i$.

Now take a target density $n>0$. Since $N\to0$ as $\mu\to-\infty$, some $\mu_1$ has $N(\mu_1)<n$. For any subband $j$, the lower bound gives $N(\varepsilon_j+n/g_j)\ge g_j(n/g_j)=n$. The intermediate value theorem supplies a solution, and strict monotonicity makes it unique.

## When all weights vanish

Take one subband with $g=0$. Then $N(\mu)=0$ for every $\mu$: the density is neither strictly increasing nor positive. Nonnegative weights alone are therefore not enough; the example does not show that every weight must be positive.

## The Lean file

```lean
import Mathlib

open MeasureTheory Set Filter Topology

namespace SubbandStaircase

noncomputable section

/-- Fermi occupation of a state of energy `E` at chemical potential `μ` and temperature `T ≠ 0`,
with Boltzmann's constant set to one. -/
def fermi (T μ E : ℝ) : ℝ := 1 / (1 + Real.exp ((E - μ) / T))

variable {ι : Type*} [Fintype ι]

/-- Staircase density of states: subband `i` contributes the constant `g i` above its
edge `ε i` and nothing below. -/
def staircaseDOS (g ε : ι → ℝ) (E : ℝ) : ℝ :=
  ∑ i, (Ioi (ε i)).indicator (fun _ => g i) E

/-- Carrier density: the density of states times the Fermi occupation, integrated over all energies,
at temperature `T > 0`. -/
def carrierDensity (T : ℝ) (g ε : ι → ℝ) (μ : ℝ) : ℝ :=
  ∫ E, staircaseDOS g ε E * fermi T μ E

/-- For `T > 0`, the function `T log(1 + exp(u/T))` changes at the rate of `u` times the Fermi
occupation of a level lying `u` below the chemical potential. -/
theorem filling_hasDerivAt {T : ℝ} (hT : 0 < T) {u : ℝ → ℝ} {u' x : ℝ}
    (hu : HasDerivAt u u' x) :
    HasDerivAt (fun y => T * Real.log (1 + Real.exp (u y / T)))
      (u' / (1 + Real.exp (-(u x) / T))) x := by
  have h1 : HasDerivAt (fun y => u y / T) (u' / T) x := hu.div_const T
  have h2 : HasDerivAt (fun y => 1 + Real.exp (u y / T))
      (Real.exp (u x / T) * (u' / T)) x := h1.exp.const_add 1
  have h3 := (h2.log (by positivity)).const_mul T
  refine h3.congr_deriv ?_
  have huv : Real.exp (u x / T) * Real.exp (-(u x) / T) = 1 := by
    rw [← Real.exp_add, ← add_div, add_neg_cancel, zero_div, Real.exp_zero]
  have h4 : T * (Real.exp (u x / T) * (u' / T) / (1 + Real.exp (u x / T)))
      = Real.exp (u x / T) * u' / (1 + Real.exp (u x / T)) := by
    field_simp
  rw [h4, div_eq_div_iff (by positivity) (by positivity)]
  linear_combination u' * huv

/-- For `T > 0`, the function `T log(1 + exp(u/T))` vanishes as `u` goes to minus infinity. -/
theorem filling_tendsto {T : ℝ} (hT : 0 < T) {l : Filter ℝ} {u : ℝ → ℝ}
    (hu : Tendsto u l atBot) :
    Tendsto (fun y => T * Real.log (1 + Real.exp (u y / T))) l (𝓝 0) := by
  have h1 : Tendsto (fun y => Real.exp (u y / T)) l (𝓝 0) :=
    Real.tendsto_exp_atBot.comp (hu.atBot_div_const hT)
  have h2 := ((h1.const_add 1).log (by norm_num)).const_mul T
  simpa using h2

/-- For `T > 0`, the Fermi function is integrable above a subband edge `a`, and its integral
there is `T log(1 + exp((μ - a)/T))`. -/
theorem subband_integral {T : ℝ} (hT : 0 < T) (μ a : ℝ) :
    IntegrableOn (fermi T μ) (Ioi a) ∧
      ∫ E in Ioi a, fermi T μ E = T * Real.log (1 + Real.exp ((μ - a) / T)) := by
  -- an antiderivative of the Fermi function
  have hd : ∀ E, HasDerivAt (fun E => -(T * Real.log (1 + Real.exp ((μ - E) / T))))
      (fermi T μ E) E := fun E => by
    have h := (filling_hasDerivAt hT ((hasDerivAt_id' E).const_sub μ)).fun_neg
    refine h.congr_deriv ?_
    simp only [fermi, neg_sub]
    ring
  have hp : ∀ E, 0 ≤ fermi T μ E := fun E => by unfold fermi; positivity
  -- it vanishes at high energy
  have hu : Tendsto (fun E : ℝ => μ - E) atTop atBot := by
    simpa only [sub_eq_add_neg] using
      tendsto_atBot_add_const_left atTop μ tendsto_neg_atTop_atBot
  have hlim : Tendsto (fun E => -(T * Real.log (1 + Real.exp ((μ - E) / T))))
      atTop (𝓝 0) := by
    simpa only [neg_zero] using (filling_tendsto hT hu).neg
  refine ⟨integrableOn_Ioi_deriv_of_nonneg' (fun x _ => hd x) (fun x _ => hp x) hlim, ?_⟩
  exact (integral_Ioi_of_hasDerivAt_of_nonneg' (fun x _ => hd x) (fun x _ => hp x) hlim).trans
    (by simp)

/-- For `T > 0`, the carrier density of the staircase is the sum over subbands of
`g i * T log(1 + exp((μ - ε i)/T))`. -/
theorem carrierDensity_eq {T : ℝ} (hT : 0 < T) (g ε : ι → ℝ) (μ : ℝ) :
    carrierDensity T g ε μ =
      ∑ i, g i * (T * Real.log (1 + Real.exp ((μ - ε i) / T))) := by
  -- each step of the staircase restricts the integral to energies above its edge
  have hsplit : (fun E => staircaseDOS g ε E * fermi T μ E) =
      fun E => ∑ i, (Ioi (ε i)).indicator (fun E => g i * fermi T μ E) E := by
    funext E
    simp only [staircaseDOS, Finset.sum_mul, Set.indicator_apply, ite_mul, zero_mul]
  have hint : ∀ i, IntegrableOn (fun E => g i * fermi T μ E) (Ioi (ε i)) := fun i =>
    Integrable.const_mul (subband_integral hT μ (ε i)).1 (g i)
  unfold carrierDensity
  rw [hsplit, integral_finsetSum _
    (fun i _ => (hint i).integrable_indicator measurableSet_Ioi)]
  refine Finset.sum_congr rfl fun i _ => ?_
  rw [integral_indicator measurableSet_Ioi, integral_const_mul,
    (subband_integral hT μ (ε i)).2]

/-- Thermodynamic density of states: for `T > 0`, the derivative of the carrier density with
respect to `μ` is the sum of the `g i` weighted by the Fermi occupations of the edges. -/
theorem carrierDensity_hasDerivAt {T : ℝ} (hT : 0 < T) (g ε : ι → ℝ) (μ : ℝ) :
    HasDerivAt (carrierDensity T g ε) (∑ i, g i * fermi T μ (ε i)) μ := by
  rw [show carrierDensity T g ε = _ from funext (carrierDensity_eq hT g ε)]
  refine HasDerivAt.fun_sum fun i _ => ?_
  have h := (filling_hasDerivAt hT ((hasDerivAt_id' μ).sub_const (ε i))).const_mul (g i)
  exact h.congr_deriv (by simp only [fermi, neg_sub])

/-- For `T > 0`, `T log(1 + exp(x/T))` exceeds the larger of `x` and `0` by at least zero and
at most `T log 2`. -/
theorem filling_bounds {T : ℝ} (hT : 0 < T) (x : ℝ) :
    max x 0 ≤ T * Real.log (1 + Real.exp (x / T)) ∧
      T * Real.log (1 + Real.exp (x / T)) ≤ max x 0 + T * Real.log 2 := by
  have hcancel : ∀ y : ℝ, T * (y / T) = y := fun y => by field_simp
  have hpos := Real.exp_pos (x / T)
  constructor
  · refine max_le ?_ (mul_nonneg hT.le (Real.log_nonneg (by linarith)))
    have h : x / T ≤ Real.log (1 + Real.exp (x / T)) :=
      (Real.le_log_iff_exp_le (by positivity)).2 (by linarith)
    have h' := mul_le_mul_of_nonneg_left h hT.le
    rwa [hcancel] at h'
  · have h1 : Real.exp (x / T) ≤ Real.exp (max x 0 / T) :=
      Real.exp_le_exp.2 (div_le_div_of_nonneg_right (le_max_left x 0) hT.le)
    have h2 : 1 ≤ Real.exp (max x 0 / T) :=
      Real.one_le_exp (div_nonneg (le_max_right x 0) hT.le)
    have h3 : Real.log (1 + Real.exp (x / T)) ≤ Real.log (2 * Real.exp (max x 0 / T)) :=
      Real.log_le_log (by positivity) (by linarith)
    rw [Real.log_mul (by norm_num) (Real.exp_pos _).ne', Real.log_exp] at h3
    have h4 := mul_le_mul_of_nonneg_left h3 hT.le
    rw [mul_add, hcancel] at h4
    linarith

/-- Thermal smearing: for `T > 0` and nonnegative `g i`, the carrier density exceeds the sum of
`g i * max (μ - ε i) 0` by at least zero and at most `T log 2` times the sum of the `g i`. -/
theorem carrierDensity_bounds {T : ℝ} (hT : 0 < T) {g : ι → ℝ} (hg : ∀ i, 0 ≤ g i)
    (ε : ι → ℝ) (μ : ℝ) :
    ∑ i, g i * max (μ - ε i) 0 ≤ carrierDensity T g ε μ ∧
      carrierDensity T g ε μ ≤
        ∑ i, g i * max (μ - ε i) 0 + T * Real.log 2 * ∑ i, g i := by
  rw [carrierDensity_eq hT]
  constructor
  · exact Finset.sum_le_sum fun i _ =>
      mul_le_mul_of_nonneg_left (filling_bounds hT (μ - ε i)).1 (hg i)
  · rw [Finset.mul_sum, ← Finset.sum_add_distrib]
    refine Finset.sum_le_sum fun i _ => ?_
    have h := mul_le_mul_of_nonneg_left (filling_bounds hT (μ - ε i)).2 (hg i)
    linarith

/-- For `T > 0` and at least one subband, all with positive `g i`, the carrier density is a
strictly increasing function of `μ` and maps the real line bijectively onto the positive reals. -/
theorem carrierDensity_bijOn [Nonempty ι] {T : ℝ} (hT : 0 < T) {g : ι → ℝ}
    (hg : ∀ i, 0 < g i) (ε : ι → ℝ) :
    StrictMono (carrierDensity T g ε) ∧
      BijOn (carrierDensity T g ε) univ (Ioi 0) := by
  have hd := carrierDensity_hasDerivAt hT g ε
  -- the thermodynamic density of states is positive
  have hmono : StrictMono (carrierDensity T g ε) := strictMono_of_deriv_pos fun μ => by
    rw [(hd μ).deriv]
    refine Finset.sum_pos (fun i _ => mul_pos (hg i) ?_) Finset.univ_nonempty
    unfold fermi
    positivity
  refine ⟨hmono, fun μ _ => ?_, hmono.injective.injOn, fun n hn => ?_⟩
  · rw [mem_Ioi, carrierDensity_eq hT]
    refine Finset.sum_pos (fun i _ => mul_pos (hg i) (mul_pos hT (Real.log_pos ?_)))
      Finset.univ_nonempty
    linarith [Real.exp_pos ((μ - ε i) / T)]
  · have hn' : 0 < n := hn
    -- far below all edges the density drops under n
    have hlim : Tendsto (carrierDensity T g ε) atBot (𝓝 0) := by
      rw [show carrierDensity T g ε = _ from funext (carrierDensity_eq hT g ε)]
      have h := tendsto_finsetSum (Finset.univ : Finset ι) fun i _ =>
        (filling_tendsto hT
          (tendsto_atBot_add_const_right atBot (-(ε i)) tendsto_id)).const_mul (g i)
      simpa only [mul_zero, Finset.sum_const_zero, id, ← sub_eq_add_neg] using h
    obtain ⟨μ₁, h₁⟩ := (hlim.eventually (Iio_mem_nhds hn')).exists
    -- a single subband already holds n carriers at large μ
    obtain ⟨j⟩ := ‹Nonempty ι›
    have h₂ : n ≤ carrierDensity T g ε (ε j + n / g j) := by
      refine le_trans ?_ (carrierDensity_bounds hT (fun i => (hg i).le) ε _).1
      have hs := Finset.single_le_sum
        (f := fun i => g i * max (ε j + n / g j - ε i) 0)
        (fun i _ => mul_nonneg (hg i).le (le_max_right _ _)) (Finset.mem_univ j)
      refine le_trans ?_ hs
      have hm := mul_le_mul_of_nonneg_left
        (le_max_left (ε j + n / g j - ε j) 0) (hg j).le
      have hval : g j * (ε j + n / g j - ε j) = n := by
        rw [add_sub_cancel_left, mul_div_cancel₀ n (hg j).ne']
      rwa [hval] at hm
    have hc : Continuous (carrierDensity T g ε) :=
      continuous_iff_continuousAt.2 fun μ => (hd μ).continuousAt
    obtain ⟨μ, hμ⟩ := intermediate_value_univ μ₁ (ε j + n / g j) hc ⟨le_of_lt h₁, h₂⟩
    exact ⟨μ, mem_univ μ, hμ⟩

end

end SubbandStaircase
```

```lean
#print axioms SubbandStaircase.carrierDensity_bijOn
-- 'SubbandStaircase.carrierDensity_bijOn' depends on axioms: [propext, Classical.choice, Quot.sound]
```

## From the antiderivative to the bijection

`filling_hasDerivAt` is the chain rule for $F(u(y))$; its last line uses $e^{u/T}e^{-u/T}=1$ to reach the Fermi form. `filling_tendsto` gives the limit of $F$.

`subband_integral` combines them. Because the Fermi function is nonnegative and its antiderivative has a limit, Mathlib's half-line theorems yield both integrability and the value. Integrability matters because Lean assigns the value zero to the integral of a non-integrable function.

`carrierDensity_eq` writes the staircase as indicator functions and exchanges the finite sum with the integral. `carrierDensity_hasDerivAt` differentiates the result term by term. `filling_bounds` proves the two logarithmic inequalities, and `carrierDensity_bounds` sums them for nonnegative weights.

In `carrierDensity_bijOn`, `strictMono_of_deriv_pos` turns the positive derivative into strict monotonicity, which gives injectivity. For surjectivity, `h₁` and `h₂` are the two bracketing inequalities from the derivation, and `intermediate_value_univ` finds the chemical potential between them.
